# The smallest maximum error of a polynomial of degree at most 3 fitted to the cone √(x²+y²) on the disc of radius R around its tip is R/8

For $R>0$, every real polynomial in $x,y$ of total degree at most 3 misses the upper sheet $\sqrt{x^2+y^2}$ of an untilted linear conical intersection with unit slope by at least $R/8$ somewhere on the disc of radius $R$ around the intersection. The only such polynomial whose error never exceeds $R/8$ there is $(x^2+y^2)/R+R/8$.

In Lean 4 with Mathlib:

```lean
import Mathlib

open Polynomial

namespace ConeSheetFit

noncomputable section

/-- The two-state Hamiltonian of a linear conical intersection at the origin. -/
def coneHamiltonian (x y : ℝ) : Matrix (Fin 2) (Fin 2) ℝ := !![x, y; y, -x]

/-- The upper adiabatic sheet of the cone. -/
def upperSheet (x y : ℝ) : ℝ := √(x ^ 2 + y ^ 2)

/-- The lower adiabatic sheet of the cone. -/
def lowerSheet (x y : ℝ) : ℝ := -√(x ^ 2 + y ^ 2)

/-- The secular determinant factors into the two sheets, and the sum and the product of the
sheets are polynomials in the coordinates. -/
theorem sheets_secular (x y : ℝ) :
    (∀ E : ℝ, (E • (1 : Matrix (Fin 2) (Fin 2) ℝ) - coneHamiltonian x y).det
      = (E - upperSheet x y) * (E - lowerSheet x y)) ∧
    upperSheet x y + lowerSheet x y = 0 ∧
    upperSheet x y * lowerSheet x y = -(x ^ 2 + y ^ 2) := by
  have hs : √(x ^ 2 + y ^ 2) ^ 2 = x ^ 2 + y ^ 2 := Real.sq_sqrt (by positivity)
  unfold upperSheet lowerSheet
  refine ⟨fun E => ?_, by ring, by linear_combination -hs⟩
  have hd : (E • (1 : Matrix (Fin 2) (Fin 2) ℝ) - coneHamiltonian x y).det
      = E ^ 2 - x ^ 2 - y ^ 2 := by
    simp [coneHamiltonian, Matrix.det_fin_two]
    ring
  rw [hd]
  linear_combination hs

/-- Along a straight line through the intersection, with unit direction `(a, b)`, the upper
sheet is the absolute value of the displacement. -/
theorem upperSheet_line {a b : ℝ} (hab : a ^ 2 + b ^ 2 = 1) (t : ℝ) :
    upperSheet (a * t) (b * t) = |t| := by
  have h : (a * t) ^ 2 + (b * t) ^ 2 = t ^ 2 := by linear_combination t ^ 2 * hab
  rw [upperSheet, h, Real.sqrt_sq_eq_abs]

/-- For `R > 0`, a polynomial of degree at most 3 that stays within `R / 8` of `|x|` on
`[-R, R]` takes the value `t ^ 2 / R + R / 8` at every `t`. -/
theorem cut_fit_forced {R : ℝ} (hR : 0 < R) {p : ℝ[X]} (hp : p.natDegree ≤ 3)
    (hb : ∀ x ∈ Set.Icc (-R) R, |p.eval x - (|x|)| ≤ R / 8) (t : ℝ) :
    p.eval t = t ^ 2 / R + R / 8 := by
  have hc : ∀ x, p.eval x = p.coeff 0 + p.coeff 1 * x + p.coeff 2 * x ^ 2
      + p.coeff 3 * x ^ 3 := fun x => by
    rw [eval_eq_sum_range' (show p.natDegree < 4 by omega) x]
    simp [Finset.sum_range_succ]
  -- the fourth difference of a cubic vanishes
  have hd : p.eval (-R) - 4 * p.eval (-(R / 2)) + 6 * p.eval 0 - 4 * p.eval (R / 2)
      + p.eval R = 0 := by
    simp only [hc]
    ring
  have a1 : |R| = R := abs_of_pos hR
  have a2 : |R / 2| = R / 2 := abs_of_pos (by linarith)
  have h1 := (abs_le.1 (hb (-R) ⟨by linarith, by linarith⟩)).2
  have h2 := (abs_le.1 (hb (-(R / 2)) ⟨by linarith, by linarith⟩)).1
  have h3 := (abs_le.1 (hb 0 ⟨by linarith, by linarith⟩)).2
  have h4 := (abs_le.1 (hb (R / 2) ⟨by linarith, by linarith⟩)).1
  have h5 := (abs_le.1 (hb R ⟨by linarith, by linarith⟩)).2
  simp only [abs_neg, abs_zero, a1, a2] at h1 h2 h3 h4 h5
  -- so the error must alternate between R/8 and -R/8 at the five nodes
  have e1 : p.eval (-R) = 9 * R / 8 := by linarith
  have e2 : p.eval (-(R / 2)) = 3 * R / 8 := by linarith
  have e3 : p.eval 0 = R / 8 := by linarith
  have e4 : p.eval (R / 2) = 3 * R / 8 := by linarith
  have e5 : p.eval R = 9 * R / 8 := by linarith
  simp only [hc] at e1 e2 e3 e4 e5
  -- these values fix the four coefficients
  have k0 : p.coeff 0 = R / 8 := by linear_combination e3
  have m3 : p.coeff 3 * R ^ 3 = 0 := by
    linear_combination (2 / 3) * e5 - (2 / 3) * e1 - (4 / 3) * e4 + (4 / 3) * e2
  have k3 : p.coeff 3 = 0 := (mul_eq_zero.1 m3).resolve_right (pow_ne_zero 3 hR.ne')
  have m1 : p.coeff 1 * R = 0 := by linear_combination (1 / 2) * e5 - (1 / 2) * e1 - m3
  have k1 : p.coeff 1 = 0 := (mul_eq_zero.1 m1).resolve_right hR.ne'
  have m2 : p.coeff 2 * R = 1 := mul_right_cancel₀ hR.ne'
    (by linear_combination (1 / 2) * e5 + (1 / 2) * e1 - e3)
  rw [hc, k0, k1, eq_div_of_mul_eq hR.ne' m2, k3]
  ring

/-- For `R > 0`, every polynomial of degree at most 3 misses the cut `|x|` through the cone
by at least `R / 8` somewhere on `[-R, R]`. -/
theorem cut_error_ge {R : ℝ} (hR : 0 < R) {p : ℝ[X]} (hp : p.natDegree ≤ 3) :
    ∃ x ∈ Set.Icc (-R) R, R / 8 ≤ |p.eval x - (|x|)| := by
  by_contra hcon
  have key : ∀ x ∈ Set.Icc (-R) R, |p.eval x - (|x|)| < R / 8 :=
    fun x hx => lt_of_not_ge fun h => hcon ⟨x, hx, h⟩
  -- a better fit would still be forced to have error R/8 at the intersection
  have h0 := key 0 ⟨by linarith, hR.le⟩
  rw [cut_fit_forced hR hp (fun x hx => (key x hx).le) 0, abs_zero] at h0
  have h1 := (abs_lt.1 h0).2
  rw [zero_pow two_ne_zero, zero_div] at h1
  linarith

/-- At distance `ρ ≤ R` from the intersection, with `R > 0`, the parabola
`ρ ^ 2 / R + R / 8` is within `R / 8` of the cone energy `ρ`. -/
theorem parabola_error_le {R ρ : ℝ} (hR : 0 < R) (h0 : 0 ≤ ρ) (h1 : ρ ≤ R) :
    |ρ ^ 2 / R + R / 8 - ρ| ≤ R / 8 := by
  have a : ρ ^ 2 / R ≤ ρ := by
    rw [div_le_iff₀ hR]
    nlinarith
  have b : ρ - R / 4 ≤ ρ ^ 2 / R := by
    rw [le_div_iff₀ hR]
    nlinarith [sq_nonneg (ρ - R / 2)]
  exact abs_le.2 ⟨by linarith, by linarith⟩

/-- For `R > 0`, the polynomial `x ^ 2 / R + R / 8` is the only one of degree at most 3 whose
error against `|x|` never exceeds `R / 8` on `[-R, R]`. -/
theorem cut_best_fit_iff {R : ℝ} (hR : 0 < R) (p : ℝ[X]) :
    (p.natDegree ≤ 3 ∧ ∀ x ∈ Set.Icc (-R) R, |p.eval x - (|x|)| ≤ R / 8) ↔
      p = C (1 / R) * X ^ 2 + C (R / 8) := by
  have he : ∀ t, (C (1 / R) * X ^ 2 + C (R / 8)).eval t = t ^ 2 / R + R / 8 := fun t => by
    simp only [eval_add, eval_mul, eval_pow, eval_C, eval_X]
    ring
  constructor
  · rintro ⟨hp, hb⟩
    exact Polynomial.funext fun t => by rw [cut_fit_forced hR hp hb t, he]
  · rintro rfl
    refine ⟨by compute_degree!, fun x hx => ?_⟩
    have h := parabola_error_le hR (abs_nonneg x) (abs_le.2 ⟨hx.1, hx.2⟩)
    rwa [sq_abs, ← he] at h

/-- A polynomial surface of total degree at most 3, followed along a straight line through
the origin, is a polynomial of degree at most 3 in the displacement. -/
theorem exists_line_cut {P : MvPolynomial (Fin 2) ℝ} (hP : P.totalDegree ≤ 3) (a b : ℝ) :
    ∃ q : ℝ[X], q.natDegree ≤ 3 ∧ ∀ t, q.eval t = MvPolynomial.eval ![a * t, b * t] P := by
  refine ⟨MvPolynomial.aeval ![C a * X, C b * X] P, ?_, fun t => ?_⟩
  · -- each monomial of the surface becomes a single power of the displacement
    rw [MvPolynomial.aeval_def, MvPolynomial.eval₂_eq']
    refine natDegree_sum_le_of_forall_le _ _ fun d hd => ?_
    have h1 := (MvPolynomial.le_totalDegree hd).trans hP
    rw [Finsupp.sum_fintype _ _ (fun _ => rfl), Fin.sum_univ_two] at h1
    have h2 : algebraMap ℝ ℝ[X] (P.coeff d) * ∏ i, (![C a * X, C b * X] i) ^ d i
        = C (P.coeff d * a ^ d 0 * b ^ d 1) * X ^ (d 0 + d 1) := by
      simp only [Fin.prod_univ_two, Matrix.cons_val_zero, Matrix.cons_val_one,
        algebraMap_eq, map_mul, map_pow]
      ring
    rw [h2]
    exact (natDegree_C_mul_X_pow_le _ _).trans h1
  · clear hP
    induction P using MvPolynomial.induction_on with
    | C c => simp
    | add p q hp hq => simp only [map_add, eval_add, hp, hq]
    | mul_X p i hp =>
      simp only [map_mul, eval_mul, hp, MvPolynomial.aeval_X, MvPolynomial.eval_X]
      fin_cases i <;> simp

/-- For `R > 0`, every polynomial surface of total degree at most 3 misses the upper sheet by
at least `R / 8` somewhere on the disc of radius `R` around the intersection. -/
theorem disc_error_ge {R : ℝ} (hR : 0 < R) {P : MvPolynomial (Fin 2) ℝ}
    (hP : P.totalDegree ≤ 3) : ∃ x y : ℝ, x ^ 2 + y ^ 2 ≤ R ^ 2 ∧
      R / 8 ≤ |MvPolynomial.eval ![x, y] P - upperSheet x y| := by
  obtain ⟨q, hq, he⟩ := exists_line_cut hP 1 0
  obtain ⟨t, ht, h⟩ := cut_error_ge hR hq
  rw [he, ← upperSheet_line (a := 1) (b := 0) (by norm_num) t] at h
  exact ⟨1 * t, 0 * t, by nlinarith [sq_le_sq' ht.1 ht.2], h⟩

/-- For `R > 0`, the paraboloid `(x ^ 2 + y ^ 2) / R + R / 8` is the only polynomial surface of
total degree at most 3 whose error against the upper sheet never exceeds `R / 8` on the disc
of radius `R` around the intersection. -/
theorem disc_best_fit_iff {R : ℝ} (hR : 0 < R) (P : MvPolynomial (Fin 2) ℝ) :
    (P.totalDegree ≤ 3 ∧ ∀ x y : ℝ, x ^ 2 + y ^ 2 ≤ R ^ 2 →
      |MvPolynomial.eval ![x, y] P - upperSheet x y| ≤ R / 8) ↔
      P = MvPolynomial.C (1 / R) * (MvPolynomial.X 0 ^ 2 + MvPolynomial.X 1 ^ 2)
        + MvPolynomial.C (R / 8) := by
  have hE : ∀ v : Fin 2 → ℝ, MvPolynomial.eval v
      (MvPolynomial.C (1 / R) * (MvPolynomial.X 0 ^ 2 + MvPolynomial.X 1 ^ 2)
        + MvPolynomial.C (R / 8)) = (v 0 ^ 2 + v 1 ^ 2) / R + R / 8 := fun v => by
    simp only [map_add, map_mul, map_pow, MvPolynomial.eval_C, MvPolynomial.eval_X]
    ring
  constructor
  · rintro ⟨hP, hb⟩
    refine MvPolynomial.funext fun v => ?_
    have hv : ![v 0, v 1] = v := by
      ext i
      fin_cases i <;> rfl
    -- every point lies on a line through the intersection
    have polar : ∀ z : ℂ, ∃ a b t : ℝ, a ^ 2 + b ^ 2 = 1 ∧ z.re = a * t ∧ z.im = b * t :=
      fun z => ⟨Real.cos z.arg, Real.sin z.arg, ‖z‖, Real.cos_sq_add_sin_sq _,
        by linarith [Complex.norm_mul_cos_arg z], by linarith [Complex.norm_mul_sin_arg z]⟩
    obtain ⟨a, b, t, hab, hx, hy⟩ : ∃ a b t : ℝ, a ^ 2 + b ^ 2 = 1 ∧ v 0 = a * t ∧
      v 1 = b * t := polar ⟨v 0, v 1⟩
    obtain ⟨q, hq, he⟩ := exists_line_cut hP a b
    have hf : q.eval t = t ^ 2 / R + R / 8 := cut_fit_forced hR hq (fun s hs => by
      rw [he, ← upperSheet_line hab s]
      refine hb _ _ ?_
      have h : (a * s) ^ 2 + (b * s) ^ 2 = s ^ 2 := by linear_combination s ^ 2 * hab
      rw [h]
      exact sq_le_sq' hs.1 hs.2) t
    have ht : t ^ 2 = v 0 ^ 2 + v 1 ^ 2 := by
      rw [hx, hy]
      linear_combination (-t ^ 2) * hab
    rw [he, ← hx, ← hy, hv, ht] at hf
    rw [hf, hE]
  · rintro rfl
    refine ⟨?_, fun x y hxy => ?_⟩
    · refine (MvPolynomial.totalDegree_add _ _).trans
        (max_le ((MvPolynomial.totalDegree_mul _ _).trans ?_) (by simp))
      rw [MvPolynomial.totalDegree_C, zero_add]
      refine (MvPolynomial.totalDegree_add _ _).trans (max_le ?_ ?_) <;>
        simp [MvPolynomial.totalDegree_X_pow]
    · have h := parabola_error_le hR (Real.sqrt_nonneg (x ^ 2 + y ^ 2))
        (Real.sqrt_le_iff.2 ⟨hR.le, hxy⟩)
      rw [Real.sq_sqrt (by positivity)] at h
      rw [hE]
      exact h

end

end ConeSheetFit
```

```lean
#print axioms ConeSheetFit.sheets_secular
-- 'ConeSheetFit.sheets_secular' depends on axioms: [propext, Classical.choice, Quot.sound]
#print axioms ConeSheetFit.cut_best_fit_iff
-- 'ConeSheetFit.cut_best_fit_iff' depends on axioms: [propext, Classical.choice, Quot.sound]
#print axioms ConeSheetFit.disc_error_ge
-- 'ConeSheetFit.disc_error_ge' depends on axioms: [propext, Classical.choice, Quot.sound]
#print axioms ConeSheetFit.disc_best_fit_iff
-- 'ConeSheetFit.disc_best_fit_iff' depends on axioms: [propext, Classical.choice, Quot.sound]
```

## The bound and the unique optimum, on a line and on a disc

The two statements about the disc are `disc_error_ge` and `disc_best_fit_iff`. In the first, `P : MvPolynomial (Fin 2) ℝ` is a real polynomial in two variables, and `MvPolynomial.eval ![x, y] P` is its value at the point $(x,y)$, with variable 0 standing for $x$ and variable 1 for $y$. If `P.totalDegree ≤ 3`, there is a point with $x^2+y^2\le R^2$ at which $|P(x,y)-\sqrt{x^2+y^2}|\ge R/8$.

The second is an equivalence. A polynomial has total degree at most 3 and error at most $R/8$ on the whole disc exactly when it is the paraboloid $(x^2+y^2)/R+R/8$. The direction from right to left shows that the bound is attained, and the other direction shows that nothing else attains it.

The theorems `cut_error_ge` and `cut_best_fit_iff` say the same in one variable: `p : ℝ[X]` has `p.natDegree ≤ 3`, the target is $|x|$, the domain `Set.Icc (-R) R` is the closed interval $[-R,R]$, and the optimum is $x^2/R+R/8$.

A fit is judged here by its largest absolute deviation over the region. The theorems say nothing about least-squares errors, polynomials of higher degree or piecewise fits.

## Two coupled states near their degeneracy

The Hamiltonian `coneHamiltonian` is

$$H(x,y)=\begin{pmatrix}x&y\\y&-x\end{pmatrix}.$$

It describes two diabatic states whose energies differ by $2x$ and whose coupling is $y$. Both coordinates are thus measured in energy units, which gives the cone unit slope in every direction, and $R$ is an energy too. The mean energy of the two states is set to zero, and terms beyond linear order are absent.

For any number $E$,

$$\det(E\,\mathbf 1-H)=(E-x)(E+x)-y^2=E^2-(x^2+y^2)=\bigl(E-\sqrt{x^2+y^2}\bigr)\bigl(E+\sqrt{x^2+y^2}\bigr).$$

The adiabatic energies are therefore $\pm\sqrt{x^2+y^2}$, called `upperSheet` and `lowerSheet` in the code. Their sum is $0$ and their product is $-(x^2+y^2)$, both polynomials, although neither sheet is one. The theorem `sheets_secular` records the factorisation, the sum and the product; its main ingredient is that the square of $\sqrt{x^2+y^2}$ is $x^2+y^2$.

This bears on the fitting of potential energy surfaces: for this exactly linear two-state cone, halving the radius of a fitted disc centred on the intersection only halves the best maximum error that a single polynomial of degree at most 3 can reach on the upper sheet. The entries of $H$, by contrast, are themselves polynomials of degree 1.

## Five nodes force the fit on a line

Let $p$ be a polynomial of degree at most 3, and write $p(x)=c_0+c_1x+c_2x^2+c_3x^3$. Its fourth difference on five equally spaced nodes vanishes:

$$p(-R)-4p(-R/2)+6p(0)-4p(R/2)+p(R)=0.$$

Indeed, the odd powers cancel by symmetry, the constant term gives $1-4+6-4+1=0$, and the quadratic term gives $c_2R^2(1-1+0-1+1)=0$. The same combination applied to $|x|$ gives $R-2R+0-2R+R=-2R$. The error $e(x)=p(x)-|x|$ therefore satisfies

$$e(-R)-4e(-R/2)+6e(0)-4e(R/2)+e(R)=2R.$$

The absolute values of the weights add up to 16. If $|e|\le R/8$ on the interval, the left side is at most $16\cdot R/8=2R$, so every term must take its largest possible value. Hence $e=R/8$ at $-R,0,R$ and $e=-R/8$ at $\pm R/2$, which means

$$p(\pm R)=\tfrac{9R}{8},\qquad p(\pm R/2)=\tfrac{3R}{8},\qquad p(0)=\tfrac R8 .$$

These values determine the coefficients. The value at $0$ gives $c_0=R/8$. Half the difference of the values at $\pm R$ gives $c_1R+c_3R^3=0$, and half the difference at $\pm R/2$ gives $c_1R/2+c_3R^3/8=0$. Subtracting twice the second equation from the first leaves $\tfrac34c_3R^3=0$, so $c_3=0$ and then $c_1=0$. Finally $c_2R^2=9R/8-R/8=R$, so $c_2=1/R$.

This is the proof of `cut_fit_forced`. There `hc` expands $p$ in its coefficients, `hd` is the vanishing fourth difference, and `h1` to `h5` are the one-sided error bounds at the nodes. The `linarith` calls for `e1` to `e5` turn them into the five forced values, and the `linear_combination` steps solve for the coefficients. The conclusion holds at every real $t$, including points outside $[-R,R]$.

The lower bound follows by contradiction in `cut_error_ge`. If the error were smaller than $R/8$ everywhere on the interval, the forced formula would still apply and give $p(0)=R/8$. The error at the intersection would then be exactly $R/8$.

## The parabola stays within R/8

Let $\rho$ be the distance from the intersection, with $0\le\rho\le R$. Completing the square gives

$$\frac{\rho^2}{R}+\frac R8-\rho=\frac{(\rho-R/2)^2}{R}-\frac R8 .$$

Since $0\le(\rho-R/2)^2\le R^2/4$, the right side lies between $-R/8$ and $R/8$. The lemma `parabola_error_le` proves the two sides separately: $\rho^2/R\le\rho$ gives the upper bound, and the square gives $\rho-R/4\le\rho^2/R$, hence the lower one. Setting $\rho=|x|$ shows that $x^2/R+R/8$ is optimal on the interval, which together with `cut_fit_forced` proves `cut_best_fit_iff`.

## Lines through the intersection carry the result to the disc

Take a unit direction $(a,b)$, so that $a^2+b^2=1$. At the point $(at,bt)$ the upper sheet is $\sqrt{t^2}=|t|$, which is `upperSheet_line`. Along the same line a monomial $c\,x^iy^j$ of $P$ becomes $c\,a^ib^j\,t^{i+j}$. The restriction $q(t)=P(at,bt)$ is thus a polynomial in $t$ of degree at most 3. In `exists_line_cut` the degree is bounded monomial by monomial, and an induction on the structure of $P$ shows that $q$ has the right values.

For the lower bound, one line is enough. `disc_error_ge` takes the $x$ axis, applies `cut_error_ge` to $q$, and returns the point found there, which lies in the disc because $|t|\le R$.

Uniqueness uses all the lines. Suppose that $P$ has error at most $R/8$ on the disc. Any point $(x,y)$ of the plane can be written as $(at,bt)$ with a unit direction $(a,b)$; the code obtains one from the modulus and argument of the complex number $x+iy$. On that line $q$ stays within $R/8$ of $|t|$ for $|t|\le R$, so `cut_fit_forced` gives

$$P(x,y)=q(t)=\frac{t^2}{R}+\frac R8=\frac{x^2+y^2}{R}+\frac R8 .$$

The two polynomials agree at every point of the plane, and `MvPolynomial.funext` concludes that they are equal as polynomials. For the converse, the paraboloid has total degree at most 3, and `parabola_error_le` with $\rho=\sqrt{x^2+y^2}$ bounds its error on the disc.
